# A spin triplet and a spin 1 form a total singlet only with opposite projections and alternating signs

For two spins 1/2, the states ↑↓ + ↓↑ and ↑↓ − ↓↑ both have total projection Jz = 0, but the total raising operator J+ sends the first to 2↑↑ and the second to zero. The same two conditions, zero total projection and a zero result under J+, decide which combination of a two-electron triplet with a separate spin 1 is rotationally invariant. It pairs opposite projections, with coefficients of equal size and, in the usual phase convention, alternating sign.

```lean
import Mathlib

open Matrix

namespace WignerThreeJPhase

noncomputable section

/-- Amplitudes of a state of two spins 1/2 and one spin 1. Index 0 is the highest projection
in each slot. -/
abbrev State := Fin 2 → Fin 2 → Fin 3 → ℂ

/-- The number √2 as a complex number. -/
def rt2 : ℂ := ((Real.sqrt 2 : ℝ) : ℂ)

/-- The spin-1/2 matrix of Jz. -/
def sz : Matrix (Fin 2) (Fin 2) ℂ := !![1/2, 0; 0, -1/2]

/-- The spin-1/2 raising matrix. -/
def sp : Matrix (Fin 2) (Fin 2) ℂ := !![0, 1; 0, 0]

/-- The spin-1/2 lowering matrix. -/
def sm : Matrix (Fin 2) (Fin 2) ℂ := !![0, 0; 1, 0]

/-- The spin-1 matrix of Jz. -/
def lz : Matrix (Fin 3) (Fin 3) ℂ := !![1, 0, 0; 0, 0, 0; 0, 0, -1]

/-- The spin-1 raising matrix. -/
def lp : Matrix (Fin 3) (Fin 3) ℂ := !![0, rt2, 0; 0, 0, rt2; 0, 0, 0]

/-- The spin-1 lowering matrix. -/
def lm : Matrix (Fin 3) (Fin 3) ℂ := !![0, 0, 0; rt2, 0, 0; 0, rt2, 0]

/-- The total operator A⊗1⊗1 + 1⊗A⊗1 + 1⊗1⊗B acting on a state. -/
def total (A : Matrix (Fin 2) (Fin 2) ℂ) (B : Matrix (Fin 3) (Fin 3) ℂ) (ψ : State) : State :=
  fun a b k => ∑ a', A a a' * ψ a' b k + ∑ b', A b b' * ψ a b' k + ∑ k', B k k' * ψ a b k'

/-- The normalised triplet vectors of two spins 1/2, for M = 1, 0, -1 in this order. -/
def triplet : Fin 3 → Matrix (Fin 2) (Fin 2) ℂ :=
  ![!![1, 0; 0, 0], !![0, rt2 / 2; rt2 / 2, 0], !![0, 0; 0, 1]]

/-- The product of a two-spin state with the spin-1 basis vector of index N. -/
def tensor (χ : Matrix (Fin 2) (Fin 2) ℂ) (N : Fin 3) : State :=
  fun a b k => χ a b * (if k = N then 1 else 0)

/-- The reversal M ↦ -M on the spin-1 indices. -/
def opp : Fin 3 → Fin 3 := ![2, 1, 0]

/-- The phase (-1)^M for M = 1, 0, -1. -/
def phase : Fin 3 → ℂ := ![-1, 1, -1]

/-- The sum over M of c_M t_M ⊗ e_σ(M). -/
def pair (σ : Fin 3 → Fin 3) (c : Fin 3 → ℂ) : State :=
  fun a b k => ∑ M, c M * tensor (triplet M) (σ M) a b k

/-- The square of √2 is 2. -/
theorem rt2_sq : rt2 * rt2 = 2 := by
  unfold rt2
  rw [← Complex.ofReal_mul, Real.mul_self_sqrt (by norm_num)]
  norm_num

/-- The number √2 is not zero. -/
theorem rt2_ne : rt2 ≠ 0 := by
  intro h
  have h2 := rt2_sq
  rw [h] at h2
  norm_num at h2

/-- Under Jz, J+ and J- of the two spins 1/2, the triplet vectors transform by the
spin-1 matrices. -/
theorem triplet_spin_one (M : Fin 3) :
    sz * triplet M + triplet M * szᵀ = ∑ N, lz N M • triplet N ∧
    sp * triplet M + triplet M * spᵀ = ∑ N, lp N M • triplet N ∧
    sm * triplet M + triplet M * smᵀ = ∑ N, lm N M • triplet N := by
  refine ⟨?_, ?_, ?_⟩ <;> ext i j <;>
    simp only [Matrix.add_apply, Matrix.mul_apply, Matrix.transpose_apply, Matrix.smul_apply,
      Fin.sum_univ_two, Fin.sum_univ_three, smul_eq_mul] <;>
    fin_cases M <;> fin_cases i <;> fin_cases j <;>
    simp [sz, sp, sm, lz, lp, lm, triplet] <;>
    first
    | ring1
    | linear_combination (1/2) * rt2_sq
    | linear_combination (-1/2) * rt2_sq

/-- Total Jz multiplies each amplitude by the sum of the three projections. -/
theorem total_z_apply (ψ : State) (a b : Fin 2) (k : Fin 3) :
    total sz lz ψ a b k = (sz a a + sz b b + lz k k) * ψ a b k := by
  fin_cases a <;> fin_cases b <;> fin_cases k <;>
    simp [total, sz, lz, Fin.sum_univ_two, Fin.sum_univ_three] <;> ring1

/-- On the sum of c_M t_M ⊗ e_(-M), total J+ and J- each give a combination of two product states,
with coefficients √2 times the sums of neighbouring c_M. -/
theorem ladder_pair (c : Fin 3 → ℂ) :
    total sp lp (pair opp c) = (rt2 * (c 0 + c 1)) • tensor (triplet 0) 1
      + (rt2 * (c 1 + c 2)) • tensor (triplet 1) 0 ∧
    total sm lm (pair opp c) = (rt2 * (c 0 + c 1)) • tensor (triplet 1) 2
      + (rt2 * (c 1 + c 2)) • tensor (triplet 2) 1 := by
  constructor <;> funext a b k <;> fin_cases a <;> fin_cases b <;> fin_cases k <;>
    simp [total, pair, tensor, triplet, opp, sp, sm, lp, lm, Fin.sum_univ_two,
      Fin.sum_univ_three] <;>
    first
    | ring1
    | linear_combination (-(c 2) / 2) * rt2_sq
    | linear_combination (-(c 0) / 2) * rt2_sq

/-- The sum of c_M t_M ⊗ e_(-M) is killed by total J+ exactly when neighbouring coefficients are
negatives of each other. -/
theorem raising_kills_iff (c : Fin 3 → ℂ) :
    total sp lp (pair opp c) = 0 ↔ c 0 = -c 1 ∧ c 2 = -c 1 := by
  rw [(ladder_pair c).1]
  constructor
  · intro h
    have h1 := congrFun (congrFun (congrFun h 0) 0) 1
    have h2 := congrFun (congrFun (congrFun h 0) 1) 0
    simp [tensor, triplet, rt2_ne] at h1 h2
    exact ⟨by linear_combination h1, by linear_combination h2⟩
  · rintro ⟨h0, h2⟩
    rw [h0, h2]
    simp

/-- The sum of c_M t_M ⊗ e_M is killed by total Jz exactly when its coefficients for M = 1 and M =
-1 are zero. -/
theorem same_projection_iff (c : Fin 3 → ℂ) :
    total sz lz (pair id c) = 0 ↔ c 0 = 0 ∧ c 2 = 0 := by
  constructor
  · intro h
    have h1 := congrFun (congrFun (congrFun h 0) 0) 0
    have h2 := congrFun (congrFun (congrFun h 1) 1) 2
    rw [total_z_apply] at h1 h2
    have e1 : (sz 0 0 + sz 0 0 + lz 0 0) * pair id c 0 0 0 = 2 * c 0 := by
      norm_num [sz, lz, pair, tensor, triplet, Fin.sum_univ_three]
    have e2 : (sz 1 1 + sz 1 1 + lz 2 2) * pair id c 1 1 2 = -2 * c 2 := by
      simp [sz, lz, pair, tensor, triplet]
      ring1
    rw [e1] at h1
    rw [e2] at h2
    simp only [Pi.zero_apply] at h1 h2
    exact ⟨by linear_combination (1/2) * h1, by linear_combination (-1/2) * h2⟩
  · rintro ⟨h0, h2⟩
    funext a b k
    rw [total_z_apply]
    fin_cases a <;> fin_cases b <;> fin_cases k <;>
      simp [sz, lz, pair, tensor, triplet, h0, h2] <;> norm_num

/-- Every sum of c_M t_M ⊗ e_(-M) is killed by total Jz. -/
theorem opposite_projection (c : Fin 3 → ℂ) : total sz lz (pair opp c) = 0 := by
  funext a b k
  rw [total_z_apply]
  fin_cases a <;> fin_cases b <;> fin_cases k <;>
    simp [sz, lz, pair, tensor, triplet, opp, Fin.sum_univ_three] <;> norm_num

/-- The sum of t_M ⊗ e_M is not killed by Jz, and the sum of t_M ⊗ e_(-M) is killed by Jz but
not by J+. The sum of (-1)^M t_M ⊗ e_(-M) is nonzero and killed by Jz, J+ and J-. -/
theorem invariant_needs_reversal_and_phase :
    total sz lz (pair id fun _ => 1) ≠ 0 ∧
    (total sz lz (pair opp fun _ => 1) = 0 ∧ total sp lp (pair opp fun _ => 1) ≠ 0) ∧
    (pair opp phase ≠ 0 ∧ total sz lz (pair opp phase) = 0 ∧
      total sp lp (pair opp phase) = 0 ∧ total sm lm (pair opp phase) = 0) := by
  refine ⟨?_, ⟨opposite_projection _, ?_⟩, ?_, opposite_projection _, ?_, ?_⟩
  · intro h
    exact one_ne_zero ((same_projection_iff _).mp h).1
  · intro h
    have h1 : (1 : ℂ) = -1 := ((raising_kills_iff _).mp h).1
    norm_num at h1
  · intro h
    have h1 := congrFun (congrFun (congrFun h 1) 1) 0
    simp [pair, tensor, triplet, opp, phase, Fin.sum_univ_three] at h1
  · rw [(ladder_pair phase).1]
    simp [phase]
  · rw [(ladder_pair phase).2]
    simp [phase]

/-- Every state of the three spins killed by total Jz and J+ is a multiple of the sum of
(-1)^M t_M ⊗ e_(-M). -/
theorem invariant_unique (ψ : State) (hz : total sz lz ψ = 0) (hp : total sp lp ψ = 0) :
    ψ = (-ψ 1 1 0) • pair opp phase := by
  -- Jz removes every amplitude of nonzero total projection
  have z : ∀ a b k, sz a a + sz b b + lz k k ≠ 0 → ψ a b k = 0 := by
    intro a b k h
    have w := total_z_apply ψ a b k
    rw [hz] at w
    exact (mul_eq_zero.mp w.symm).resolve_left h
  have z1 := z 0 0 0 (by norm_num [sz, lz])
  have z2 := z 0 0 1 (by norm_num [sz, lz])
  have z3 := z 0 1 0 (by norm_num [sz, lz])
  have z4 := z 0 1 2 (by simp [sz, lz]; norm_num)
  have z5 := z 1 0 0 (by norm_num [sz, lz])
  have z6 := z 1 0 2 (by simp [sz, lz]; norm_num)
  have z7 := z 1 1 1 (by norm_num [sz, lz])
  have z8 := z 1 1 2 (by simp [sz, lz])
  -- J+ relates the four remaining amplitudes
  have e1 : ψ 1 0 1 + ψ 0 1 1 + rt2 * ψ 0 0 2 = 0 := by
    simpa [total, sp, lp, Fin.sum_univ_two, Fin.sum_univ_three] using
      congrFun (congrFun (congrFun hp 0) 0) 1
  have e2 : ψ 1 1 0 + rt2 * ψ 0 1 1 = 0 := by
    simpa [total, sp, lp, Fin.sum_univ_two, Fin.sum_univ_three] using
      congrFun (congrFun (congrFun hp 0) 1) 0
  have e3 : ψ 1 1 0 + rt2 * ψ 1 0 1 = 0 := by
    simpa [total, sp, lp, Fin.sum_univ_two, Fin.sum_univ_three] using
      congrFun (congrFun (congrFun hp 1) 0) 0
  have f1 : ψ 0 1 1 = -(ψ 1 1 0 * (rt2 / 2)) := by
    linear_combination (rt2 / 2) * e2 - (ψ 0 1 1 / 2) * rt2_sq
  have f2 : ψ 1 0 1 = -(ψ 1 1 0 * (rt2 / 2)) := by
    linear_combination (rt2 / 2) * e3 - (ψ 1 0 1 / 2) * rt2_sq
  have f3 : ψ 0 0 2 = ψ 1 1 0 :=
    mul_left_cancel₀ rt2_ne (by linear_combination e1 - f1 - f2)
  funext a b k
  fin_cases a <;> fin_cases b <;> fin_cases k <;>
    simp [pair, tensor, triplet, opp, phase, Fin.sum_univ_three,
      z1, z2, z3, z4, z5, z6, z7, z8, f1, f2, f3]

end

end WignerThreeJPhase
```

```lean
#print axioms WignerThreeJPhase.triplet_spin_one
-- 'WignerThreeJPhase.triplet_spin_one' depends on axioms: [propext, Classical.choice, Quot.sound]
#print axioms WignerThreeJPhase.invariant_needs_reversal_and_phase
-- 'WignerThreeJPhase.invariant_needs_reversal_and_phase' depends on axioms: [propext, Classical.choice, Quot.sound]
#print axioms WignerThreeJPhase.invariant_unique
-- 'WignerThreeJPhase.invariant_unique' depends on axioms: [propext, Classical.choice, Quot.sound]
```

## States, indices and operators

The system consists of two spins 1/2 and one spin 1, with ħ = 1. A `State` is a table of twelve complex amplitudes ψ(a,b,k). The indices a and b label the spins 1/2, with 0 for ↑ and 1 for ↓. The index k labels the spin 1, with 0, 1, 2 for projections M = 1, 0, −1. Subscripts below are these Lean indices, not values of M. The spin-1 basis vectors are e₀, e₁, e₂, and the triplet vectors are

t₀ = ↑↑,  t₁ = (↑↓ + ↓↑)/√2,  t₂ = ↓↓.

In the file, `triplet` stores each of these as a 2×2 matrix of amplitudes, and `rt2 / 2` is the factor 1/√2.

The matrices `sz`, `sp`, `sm` and `lz`, `lp`, `lm` represent Jz, J+ and J− for spin 1/2 and spin 1, with the usual choice of real, non-negative ladder matrix elements. The function `total A B` applies A to each spin 1/2 and B to the spin 1, then adds the three results. "Killed by J+" therefore means the equation `total sp lp ψ = 0`.

The function `pair σ c` builds the sum of c_i t_i ⊗ e_σ(i) over the indices i = 0, 1, 2. The docstrings label the same terms by M, and write e_(-M) for the spin-1 vector of opposite projection. With σ = `id` the two projections are equal; with σ = `opp` they are opposite. The coefficients `phase` are −1, 1, −1, which are the values of (−1)^M for M = 1, 0, −1.

## What the theorems say

The theorem `invariant_needs_reversal_and_phase` compares three sums:

- t₀⊗e₀ + t₁⊗e₁ + t₂⊗e₂ is not killed by Jz.
- t₀⊗e₂ + t₁⊗e₁ + t₂⊗e₀ is killed by Jz but not by J+.
- S = −t₀⊗e₂ + t₁⊗e₁ − t₂⊗e₀ is nonzero and killed by Jz, J+ and J−.

Two equivalences treat arbitrary complex coefficients. By `same_projection_iff`, a sum with equal projections is killed by Jz exactly when c₀ = c₂ = 0. By `raising_kills_iff`, a sum with opposite projections is killed by J+ exactly when c₀ = −c₁ and c₂ = −c₁.

Finally, `invariant_unique` drops the assumption that the state is built from triplets. Any of the twelve-amplitude states that is killed by both Jz and J+ is a multiple of S, with factor −ψ(1,1,0).

The vector S has squared norm 3, so the normalised invariant is S/√3. Its nonzero amplitudes are −1/√3 for ↑↑e₂ and ↓↓e₀, and 1/√6 for ↑↓e₁ and ↓↑e₁. These are the Wigner 3j symbols for angular momenta 1/2, 1/2, 1 in the standard convention. The file does not define 3j symbols in general; it treats the invariant vector for this one triple of spins.

## The calculation by hand

The triplet behaves as a spin 1:

J+ t₂ = √2 t₁,  J+ t₁ = √2 t₀,  J+ t₀ = 0,

and the vectors e₀, e₁, e₂ obey the same rules. For equal projections, Jz multiplies each term by twice its M:

Jz (c₀ t₀⊗e₀ + c₁ t₁⊗e₁ + c₂ t₂⊗e₂) = 2c₀ t₀⊗e₀ − 2c₂ t₂⊗e₂.

This vanishes only if c₀ and c₂ do. For opposite projections, every term has total projection zero, so Jz gives zero whatever the coefficients are.

The raising operator then acts on each factor in turn:

J+ (c₀ t₀⊗e₂) = √2 c₀ t₀⊗e₁

J+ (c₁ t₁⊗e₁) = √2 c₁ t₀⊗e₁ + √2 c₁ t₁⊗e₀

J+ (c₂ t₂⊗e₀) = √2 c₂ t₁⊗e₀

Adding these lines gives

√2 (c₀ + c₁) t₀⊗e₁ + √2 (c₁ + c₂) t₁⊗e₀.

Each product state is reached from two neighbouring terms, so neighbouring coefficients must cancel. With all coefficients equal to 1 the result is 2√2 (t₀⊗e₁ + t₁⊗e₀), which is not zero. With the coefficients −1, 1, −1 it vanishes. Lowering gives the same two sums of coefficients, now multiplying t₁⊗e₂ and t₂⊗e₁, so J− kills S as well.

For uniqueness, start from a general ψ. Jz multiplies each amplitude by its total projection, so Jz ψ = 0 removes the eight amplitudes whose projection is nonzero. The survivors are ψ(0,0,2), ψ(0,1,1), ψ(1,0,1) and ψ(1,1,0). Three components of J+ ψ = 0 connect them:

ψ(1,0,1) + ψ(0,1,1) + √2 ψ(0,0,2) = 0

ψ(1,1,0) + √2 ψ(0,1,1) = 0

ψ(1,1,0) + √2 ψ(1,0,1) = 0

Put x = ψ(1,1,0). The last two equations give ψ(0,1,1) = ψ(1,0,1) = −x/√2, and the first then gives ψ(0,0,2) = x. Comparison with the amplitudes of S shows that ψ = −x S.

Both conditions on ψ are needed. The state t₀⊗e₀ is killed by J+ but has Jz = 2, and it is not a multiple of S. The unphased sum with opposite projections is killed by Jz, and it is not a multiple of S either.

## How the Lean proof follows it

The theorem `triplet_spin_one` checks the transformation rules of the triplet. For a two-spin amplitude matrix χ, the action of A on both spins is Aχ + χAᵀ, and the theorem compares this with the spin-1 matrices entry by entry. The later proofs do not call it, since they work directly with amplitudes.

`total_z_apply` establishes that Jz is diagonal. `ladder_pair` is the central calculation: it splits the J+ and J− identities into their twelve components, expands the definitions, and closes each component by algebra. Where a product √2·√2 appears, `linear_combination` uses `rt2_sq` to replace it by 2.

To obtain the sign conditions, `raising_kills_iff` reads off the components (0,0,1) and (0,1,0) of the resulting vector. They are nonzero multiples of c₀ + c₁ and c₁ + c₂. The converse follows by substitution. In the same way, `same_projection_iff` reads off 2c₀ and −2c₂ from two components, and `opposite_projection` checks that Jz kills every sum with opposite projections.

The main theorem inserts the particular coefficients. If the equal-projection sum were killed by Jz, then 1 = 0 would follow; if the unphased sum were killed by J+, then 1 = −1 would follow. S is nonzero because its (1,1,0) amplitude is −1.

In `invariant_unique`, the facts `z1` to `z8` are the eight vanishing amplitudes, `e1` to `e3` are the three J+ equations, and `f1` to `f3` are their solution. The last step compares all twelve amplitudes.

## Converting 3j symbols to coupling coefficients

The Clebsch–Gordan coefficients that build spin-adapted states can be obtained from a 3j routine. For two spins 1/2 with projections m₁ and m₂ coupled to a triplet of projection M, the conversion is

⟨½ m₁ ½ m₂ | 1 M⟩ = (−1)^M √3 × 3j(½ ½ 1; m₁ m₂ −M).

If +M is passed as the third projection, the coefficient of ↑↑ in the M = 1 state and that of ↓↓ in the M = −1 state come out as zero, because the three projections no longer add to zero. If the phase is omitted, t₀ and t₂ change sign while t₁ does not. Norms and overlaps within the triplet remain correct, so an orthonormality check does not detect the error. The matrix elements of J+ and J− do: between neighbouring triplet states they become −√2 instead of √2.
